# A mixed estimate of σx equal to 1 in a state where its expectation is 0

For a single two-level system, `mixed_estimate_ne_pure` compares two numbers attached to σx in the state `tilted 0`, which is the normalised vector (1, 0). The mixed estimate ⟨T|σx|ψ⟩/⟨T|ψ⟩ with trial vector T = (1, 1) is 1, while the pure expectation ⟨ψ|σx|ψ⟩ is 0. The trial vector is unnormalised, but its normalisation cancels in the ratio. The attempt first rewrites the state as `spin 1 0` and the action of σx as a swap of its two components, then leaves both inner-product computations to `simp`.

This version doesn't compile in Lean 4 with Mathlib:

```lean
import Mathlib

open scoped InnerProductSpace

namespace MixedEstimatorDerivative

noncomputable section

/-- The state space of a two-level system. -/
abbrev Qubit := EuclideanSpace ℂ (Fin 2)

/-- The Pauli operator `σx`. -/
def sigmaX : Qubit →L[ℂ] Qubit := LinearMap.toContinuousLinearMap
  { toFun := fun x => !₂[x 1, x 0]
    map_add' := by intro x y; ext i; fin_cases i <;> simp
    map_smul' := by intro a x; ext i; fin_cases i <;> simp }

/-- The two-level vector with real amplitudes `c` and `s`. -/
def spin (c s : ℝ) : Qubit := (c : ℂ) • !₂[1, 0] + (s : ℂ) • !₂[0, 1]

/-- The two-level state with amplitudes `cos (θ/2)` and `sin (θ/2)`, where `θ = arctan l`. -/
def tilted (l : ℝ) : Qubit :=
  spin (Real.cos (Real.arctan l / 2)) (Real.sin (Real.arctan l / 2))

/-- For the tilted state at `l = 0` and the trial vector `(1, 1)`, the mixed estimate of `σx`
is `1` while its pure expectation is `0`. -/
theorem mixed_estimate_ne_pure :
    ⟪spin 1 1, sigmaX (tilted 0)⟫_ℂ / ⟪spin 1 1, tilted 0⟫_ℂ = 1 ∧
    ⟪tilted 0, sigmaX (tilted 0)⟫_ℂ = 0 := by
  have h0 : tilted 0 = spin 1 0 := by simp [tilted]
  have hx : sigmaX (spin 1 0) = !₂[spin 1 0 1, spin 1 0 0] := rfl
  rw [h0, hx]
  constructor <;> simp [spin, PiLp.inner_apply, Fin.sum_univ_two]

end

end MixedEstimatorDerivative
```

The compiler's answer:

```
Main.lean:29:43: error: unsolved goals
case left
h0 : tilted 0 = spin 1 0
hx : sigmaX (spin 1 0) = !₂[(spin 1 0).ofLp 1, (spin 1 0).ofLp 0]
⊢ ↑‖!₂[0, 1]‖ ^ 2 / ↑‖!₂[1, 0]‖ ^ 2 = 1
```

What went wrong. The one error is an unsolved goal in the `left` case, the mixed estimate; the expectation value was proved. What remains is true: it says that the squared norm of (0, 1) divided by that of (1, 0) is 1.

The norms appear because `spin` unfolds the trial vector into a sum of the two basis vectors. In both numerator and denominator, `simp` split the inner product along that sum, and the surviving term was a basis vector paired with itself. `simp` turned this into a squared norm instead of expanding it in coordinates. After that `PiLp.inner_apply` had no inner product left to act on, and nothing else `simp` was using evaluated the norms.

The repair adds `EuclideanSpace.norm_eq`, which writes a norm as the square root of the sum of the squared absolute values of the coordinates. `Fin.sum_univ_two`, already in the list, expands that sum, so both norms come out as 1 and the quotient closes.

This version goes through:

```diff
@@ -31,5 +31,5 @@
   have hx : sigmaX (spin 1 0) = !₂[spin 1 0 1, spin 1 0 0] := rfl
   rw [h0, hx]
-  constructor <;> simp [spin, PiLp.inner_apply, Fin.sum_univ_two]
+  constructor <;> simp [spin, PiLp.inner_apply, EuclideanSpace.norm_eq, Fin.sum_univ_two]
 
 end
```
